# Keeping every k-th of nk stationary measurements never reduces the statistical error of their mean

A Metropolis walk in variational Monte Carlo produces configurations that are correlated from step to step. A quantity such as the local energy can be measured at every step, or only at every \(k\)-th one. The question is which choice gives the smaller statistical error when the run itself is fixed.

Let \(A_i\) be the measured value at step \(i=0,1,2,\dots\) of an equilibrated chain, and let \(x_i=A_i-\langle A\rangle\) be its fluctuation. Fluctuations with finite variance are vectors in a real inner-product space, with the covariance as inner product:

\[
\langle x_i,x_j\rangle=\operatorname{Cov}(A_i,A_j).
\]

The norm of a mean of such vectors is the standard error of the corresponding mean of measurements. It is the exact standard error, not an estimate from the data of one run. In Lean the space is an arbitrary real inner-product space `E`; identifying its vectors with the fluctuations of an actual chain is the step left to the reader.

```lean
import Mathlib

open Finset

namespace MeasurementInterval

noncomputable section

variable {E : Type*} [NormedAddCommGroup E] [InnerProductSpace ℝ E]
```

The function \(c\) below is the autocovariance, not the autocorrelation normalised to one at lag zero, so \(c(0)\) is the variance of a single measurement.

```lean
/-- The covariance of the fluctuations at steps `i` and `j` depends only on the time lag:
it is the autocovariance `c` at `|i - j|`. -/
def IsStationary (x : ℕ → E) (c : ℕ → ℝ) : Prop :=
  ∀ i j : ℕ, inner ℝ (x i) (x j) = c ((i : ℤ) - (j : ℤ)).natAbs
```

The mean `sampleMean x r k n` starts at step \(r\), uses the interval \(k\) and contains \(n\) measurements. Here \(n\) counts the measurements kept, not the steps of the run.

```lean
/-- The mean of `n ≥ 1` measurements taken at steps `r, r + k, r + 2k, …`. -/
def sampleMean (x : ℕ → E) (r k n : ℕ) : E :=
  (n : ℝ)⁻¹ • ∑ m ∈ range n, x (r + k * m)
```

For a run of \(nk\) steps, write

\[
\bar x_r=\frac1n\sum_{m=0}^{n-1}x_{r+km}\quad(0\le r<k),\qquad
\bar X=\frac1{nk}\sum_{i=0}^{nk-1}x_i .
\]

The thinned mean is \(\bar x_0\), the full mean is \(\bar X\), and the claim is \(\|\bar X\|\le\|\bar x_0\|\).

## Covariances that depend only on the time lag

The hypothesis `IsStationary x c` says that \(\langle x_i,x_j\rangle=c(|i-j|)\). Physically, the chain has been equilibrated before step 0, so that no step is statistically special. In Lean the lag is computed by subtracting integers and taking `natAbs`, because subtraction of natural numbers would stop at zero.

By hand, the hypothesis enters when the square of a thinned mean is expanded:

\[
n^2\|\bar x_r\|^2=\sum_{a=0}^{n-1}\sum_{b=0}^{n-1}\langle x_{r+ka},x_{r+kb}\rangle
=\sum_{a=0}^{n-1}\sum_{b=0}^{n-1}c(k|a-b|).
\]

The start \(r\) has dropped out of the lag, so all \(k\) interleaved means have the same error: \(\|\bar x_r\|=\|\bar x_0\|\).

The first lemma turns \(n\) times a mean back into a sum.

```lean
/-- The number of measurements times their mean is their sum. -/
theorem smul_sampleMean (x : ℕ → E) (r k n : ℕ) :
    (n : ℝ) • sampleMean x r k n = ∑ m ∈ range n, x (r + k * m) := by
  rcases Nat.eq_zero_or_pos n with rfl | hn
  · simp
  · have h : (n : ℝ) ≠ 0 := by positivity
    rw [sampleMean, smul_smul, mul_inv_cancel₀ h, one_smul]
```

The next one is the double sum. It writes the left side as an inner product, expands both arguments with `sum_inner` and `inner_sum`, and applies stationarity to each pair; the equation `e` is the cancellation of \(r\).

```lean
/-- For a stationary sequence, the squared error of a mean of `n` measurements, times `n²`,
is the double sum of the autocovariance over all pairs of measurements. -/
theorem sq_error_eq_autocovariance {x : ℕ → E} {c : ℕ → ℝ} (hx : IsStationary x c)
    (r k n : ℕ) :
    (n : ℝ) ^ 2 * ‖sampleMean x r k n‖ ^ 2 =
      ∑ a ∈ range n, ∑ b ∈ range n, c (k * ((a : ℤ) - (b : ℤ)).natAbs) := by
  have h : (n : ℝ) ^ 2 * ‖sampleMean x r k n‖ ^ 2 =
      inner ℝ ((n : ℝ) • sampleMean x r k n) ((n : ℝ) • sampleMean x r k n) := by
    rw [real_inner_self_eq_norm_sq, norm_smul, mul_pow, Real.norm_natCast]
  rw [h, smul_sampleMean, sum_inner]
  refine sum_congr rfl fun a _ => ?_
  rw [inner_sum]
  refine sum_congr rfl fun b _ => ?_
  -- the common starting step drops out of the lag
  have e : ((r + k * a : ℕ) : ℤ) - ((r + k * b : ℕ) : ℤ) = (k : ℤ) * ((a : ℤ) - b) := by
    push_cast
    ring
  rw [hx (r + k * a) (r + k * b), e, Int.natAbs_mul, Int.natAbs_natCast]
```

Since the right side does not contain \(r\), two different starts can be compared. Cancelling \(n^2\) and using that norms are nonnegative gives equal errors.

```lean
/-- For a stationary sequence, the error of a mean does not depend on the step at which
the measurements begin. -/
theorem error_shift {x : ℕ → E} {c : ℕ → ℝ} (hx : IsStationary x c) (r s k n : ℕ) :
    ‖sampleMean x r k n‖ = ‖sampleMean x s k n‖ := by
  rcases Nat.eq_zero_or_pos n with rfl | hn
  · simp [sampleMean]
  · have h : (n : ℝ) ^ 2 ≠ 0 := by positivity
    have h2 := mul_left_cancel₀ h ((sq_error_eq_autocovariance hx r k n).trans
      (sq_error_eq_autocovariance hx s k n).symm)
    exact (sq_eq_sq₀ (norm_nonneg _) (norm_nonneg _)).mp h2
```

Without any such hypothesis the inequality can fail, as the drifting sequence at the end shows. Full stationarity is more than the inequality needs, however: by the triangle inequality it is enough that no \(\bar x_r\) has a larger norm than \(\bar x_0\).

## A run that is a whole number of intervals

The length `n * k` means that the run splits into \(k\) interleaved subsequences of \(n\) measurements each. Every step \(i<nk\) is \(r+km\) for exactly one pair with \(r<k\) and \(m<n\), so

\[
k\bar X=\frac1n\sum_{r=0}^{k-1}\sum_{m=0}^{n-1}x_{r+km}=\sum_{r=0}^{k-1}\bar x_r .
\]

In the Lean proof, `hsum` sorts the steps in this way by induction on \(n\), adding one block of \(k\) steps at a time. The rest adjusts the prefactor. Stationarity is not used.

```lean
/-- The mean over the whole run, times `k`, is the sum of the `k` interleaved means
taken with measurement interval `k`. -/
theorem full_mean_interleaved (x : ℕ → E) (k n : ℕ) :
    (k : ℝ) • sampleMean x 0 1 (n * k) = ∑ r ∈ range k, sampleMean x r k n := by
  -- sort the steps of the run by their remainder modulo `k`
  have hsum : ∑ i ∈ range (n * k), x i =
      ∑ r ∈ range k, ∑ m ∈ range n, x (r + k * m) := by
    induction n with
    | zero => simp
    | succ n ih =>
      rw [Nat.add_mul, Nat.one_mul, Finset.sum_range_add, ih, ← sum_add_distrib]
      refine sum_congr rfl fun r _ => ?_
      rw [sum_range_succ, show n * k + r = r + k * n by ring]
  rcases Nat.eq_zero_or_pos k with rfl | hk
  · simp
  · have hk' : (k : ℝ) ≠ 0 := by positivity
    have e : (k : ℝ) * ((n * k : ℕ) : ℝ)⁻¹ = (n : ℝ)⁻¹ := by
      rw [Nat.cast_mul, mul_inv, mul_left_comm, mul_inv_cancel₀ hk', mul_one]
    simp only [sampleMean, zero_add, one_mul]
    rw [hsum, ← smul_sum, smul_smul, e]
```

Expanding the scatter of the interleaved means about the full mean now gives

\[
\begin{aligned}
\sum_{r=0}^{k-1}\|\bar x_r-\bar X\|^2
&=\sum_{r=0}^{k-1}\|\bar x_r\|^2-2\Big\langle\sum_{r=0}^{k-1}\bar x_r,\bar X\Big\rangle+k\|\bar X\|^2\\
&=k\|\bar x_0\|^2-2k\|\bar X\|^2+k\|\bar X\|^2 .
\end{aligned}
\]

The first term uses the equal errors, the second the splitting of the run. Rearranged,

\[
k\|\bar x_0\|^2=k\|\bar X\|^2+\sum_{r=0}^{k-1}\|\bar x_r-\bar X\|^2 .
\]

In the code, `h1` expands one square and replaces \(\|\bar x_r\|\) by \(\|\bar x_0\|\), and `h2` sums the cross terms.

```lean
/-- For a stationary sequence, `k` times the squared error of the thinned mean equals `k` times
that of the full mean plus the squared scatter of the interleaved means about the full mean. -/
theorem error_decomposition {x : ℕ → E} {c : ℕ → ℝ} (hx : IsStationary x c) (k n : ℕ) :
    (k : ℝ) * ‖sampleMean x 0 k n‖ ^ 2 = (k : ℝ) * ‖sampleMean x 0 1 (n * k)‖ ^ 2 +
      ∑ r ∈ range k, ‖sampleMean x r k n - sampleMean x 0 1 (n * k)‖ ^ 2 := by
  have h1 : ∀ r, ‖sampleMean x r k n - sampleMean x 0 1 (n * k)‖ ^ 2 =
      ‖sampleMean x 0 k n‖ ^ 2
        - 2 * inner ℝ (sampleMean x r k n) (sampleMean x 0 1 (n * k))
        + ‖sampleMean x 0 1 (n * k)‖ ^ 2 := by
    intro r
    rw [norm_sub_sq_real, error_shift hx r 0 k n]
  have h2 : ∑ r ∈ range k, inner ℝ (sampleMean x r k n) (sampleMean x 0 1 (n * k)) =
      (k : ℝ) * ‖sampleMean x 0 1 (n * k)‖ ^ 2 := by
    rw [← sum_inner, ← full_mean_interleaved, real_inner_smul_left,
      real_inner_self_eq_norm_sq]
  simp only [h1]
  rw [sum_add_distrib, sum_sub_distrib, ← mul_sum, h2]
  simp only [sum_const, card_range, nsmul_eq_mul]
  ring
```

If the run is not a whole number of intervals, thinning can reduce the error. Take three steps with \(c(t)=\lambda^t\) and \(0<\lambda<1\), and keep steps 0 and 2. The squared errors are \((1+\lambda^2)/2\) for the two kept measurements and \((3+4\lambda+2\lambda^2)/9\) for all three. At \(\lambda=0.8\) these are 0.820 and about 0.831, so the thinned mean is slightly better. The middle measurement is strongly correlated with both neighbours, and equal weights give it too much influence.

## An interval of at least one step

The condition `0 < k` says that successive measurements belong to different steps. By hand it allows division by \(k\): the scatter is a sum of squares, so \(k\|\bar X\|^2\le k\|\bar x_0\|^2\), and hence \(\|\bar X\|\le\|\bar x_0\|\). Equality holds exactly when the scatter vanishes, which means \(\bar x_r=\bar X\) for every \(r<k\).

The theorem states both parts. Its proof cancels \(k\) for the inequality. For equality, a vanishing sum of nonnegative terms forces each term to vanish; conversely, the case \(r=0\), available because \(k>0\), gives equal norms.

```lean
/-- In a stationary run of `n * k` steps with `k ≥ 1`, keeping only every `k`-th configuration
never reduces the error of the mean. The error is unchanged exactly when each of the `k`
interleaved means equals the full mean. -/
theorem thinning_never_reduces_error {x : ℕ → E} {c : ℕ → ℝ} (hx : IsStationary x c)
    {k : ℕ} (hk : 0 < k) (n : ℕ) :
    ‖sampleMean x 0 1 (n * k)‖ ≤ ‖sampleMean x 0 k n‖ ∧
      (‖sampleMean x 0 1 (n * k)‖ = ‖sampleMean x 0 k n‖ ↔
        ∀ r < k, sampleMean x r k n = sampleMean x 0 1 (n * k)) := by
  have h := error_decomposition hx k n
  have hk' : (0 : ℝ) < k := by exact_mod_cast hk
  have hpos : ∀ r ∈ range k,
      0 ≤ ‖sampleMean x r k n - sampleMean x 0 1 (n * k)‖ ^ 2 := fun _ _ => sq_nonneg _
  have hS := sum_nonneg hpos
  refine ⟨?_, ?_, ?_⟩
  · exact (sq_le_sq₀ (norm_nonneg _) (norm_nonneg _)).mp
      (le_of_mul_le_mul_left (by linarith) hk')
  · -- equal errors leave no room for scatter
    intro heq r hr
    rw [heq] at h
    have h0 : ∑ r ∈ range k,
        ‖sampleMean x r k n - sampleMean x 0 1 (n * k)‖ ^ 2 = 0 := by linarith
    have h1 := (sum_eq_zero_iff_of_nonneg hpos).mp h0 r (mem_range.mpr hr)
    exact sub_eq_zero.mp (norm_eq_zero.mp ((pow_eq_zero_iff two_ne_zero).mp h1))
  · intro hall
    rw [hall 0 hk]
```

The smallest case with something to discard is \(n=1\), \(k=2\). One measurement has squared error \(c(0)\) and the mean of two has \((c(0)+c(1))/2\). The inequality then says \(c(1)\le c(0)\), with equality only if \(x_0=x_1\).

Lean gives an empty mean the value zero, so \(n=0\) is allowed and trivial, while at \(k=0\) the inequality survives but the equality criterion fails if \(n\ge1\) and \(x_0\ne0\). This is why the next theorem, which compares an interval \(l\) with its multiple \(lk\), needs no positivity condition. It applies the previous result to the sequence \(x_{li}\), which is stationary with autocovariance \(c(lt)\).

```lean
/-- In a stationary run, measuring at interval `l` gives an error no larger than measuring
at the multiple `l * k` over the same run. -/
theorem error_le_of_multiple_interval {x : ℕ → E} {c : ℕ → ℝ} (hx : IsStationary x c)
    (l k n : ℕ) : ‖sampleMean x 0 l (n * k)‖ ≤ ‖sampleMean x 0 (l * k) n‖ := by
  rcases Nat.eq_zero_or_pos k with rfl | hk
  · simp [sampleMean]
  · -- the sequence seen at interval `l` is itself stationary
    have hy : IsStationary (fun i => x (l * i)) (fun t => c (l * t)) := by
      intro i j
      have e : ((l * i : ℕ) : ℤ) - ((l * j : ℕ) : ℤ) = (l : ℤ) * ((i : ℤ) - j) := by
        push_cast
        ring
      show inner ℝ (x (l * i)) (x (l * j)) = c (l * ((i : ℤ) - (j : ℤ)).natAbs)
      rw [hx (l * i) (l * j), e, Int.natAbs_mul, Int.natAbs_natCast]
    have h := (thinning_never_reduces_error hy hk n).1
    simp only [sampleMean, zero_add, one_mul, mul_assoc] at h ⊢
    exact h
```

For variational Monte Carlo energies, these comparisons concern unweighted means over a fixed equilibrated run; they assign no cost to a measurement. If evaluating the local energy is expensive compared with a Metropolis move, thinning can still pay at fixed computing time, because the time saved buys a longer run.

## Measurements without correlation

The hypothesis `hc` sets \(c(t)=0\) for all \(t>0\), as for independent samples. In the double sum only the \(n\) terms with \(a=b\) remain, so \(n^2\|\bar x_r\|^2=n\,c(0)\), or

\[
\|\bar x_r\|^2=\frac{c(0)}n .
\]

The full run then has squared error \(c(0)/(nk)\), and thinning raises the error by the factor \(\sqrt k\). In the proof, `hrow` reduces each row of the double sum to its diagonal term. It needs \(k>0\), since at \(k=0\) the same measurement would be counted \(n\) times; \(n>0\) allows the final cancellation.

```lean
/-- For a stationary sequence whose autocovariance vanishes at every positive lag, the squared error
of the mean of `n ≥ 1` measurements at an interval `k ≥ 1`, times `n`, is the single-step variance
`c 0`. -/
theorem uncorrelated_error {x : ℕ → E} {c : ℕ → ℝ} (hx : IsStationary x c)
    (hc : ∀ t, 0 < t → c t = 0) {k n : ℕ} (hk : 0 < k) (hn : 0 < n) (r : ℕ) :
    (n : ℝ) * ‖sampleMean x r k n‖ ^ 2 = c 0 := by
  have h := sq_error_eq_autocovariance hx r k n
  have hrow : ∀ a ∈ range n,
      ∑ b ∈ range n, c (k * ((a : ℤ) - (b : ℤ)).natAbs) = c 0 := by
    intro a ha
    rw [sum_eq_single a]
    · simp
    · intro b _ hba
      exact hc _ (Nat.mul_pos hk (Int.natAbs_pos.mpr (by omega)))
    · intro hna
      exact absurd ha hna
  rw [sum_congr rfl hrow, sum_const, card_range, nsmul_eq_mul] at h
  have hn' : (n : ℝ) ≠ 0 := by positivity
  exact mul_left_cancel₀ hn' (by linear_combination h)
```

Without `hc` the \(1/n\) law can fail completely. If all \(x_i\) are the same unit vector, the squared error is 1 for every \(n\ge1\), and thinning changes nothing.

## A rotating vector and a drifting sequence

Stationarity does not require uncorrelated data. A unit vector in the plane that turns by the angle \(\theta\) at each step has

\[
\langle x_i,x_j\rangle=\cos i\theta\cos j\theta+\sin i\theta\sin j\theta=\cos\big((i-j)\theta\big),
\]

which depends only on \(|i-j|\) because the cosine is even.

```lean
/-- A unit vector in the plane that turns by the angle `θ` at each step. -/
def rotor (θ : ℝ) (i : ℕ) : EuclideanSpace ℝ (Fin 2) :=
  !₂[Real.cos (i * θ), Real.sin (i * θ)]
```

The Lean proof obtains the cosine of the difference in `key`, then treats \(i\le j\) and \(j\le i\) separately to match it with the absolute lag.

```lean
/-- The turning unit vector is stationary, with autocovariance `cos (t θ)` at lag `t`. -/
theorem isStationary_witness (θ : ℝ) :
    IsStationary (rotor θ) (fun t => Real.cos (t * θ)) := by
  have key : ∀ i j : ℕ, inner ℝ (rotor θ i) (rotor θ j) = Real.cos (i * θ - j * θ) := by
    intro i j
    rw [Real.cos_sub]
    simp [rotor, PiLp.inner_apply, Fin.sum_univ_two]
    ring
  intro i j
  show _ = Real.cos (((((i : ℤ) - (j : ℤ)).natAbs : ℕ) : ℝ) * θ)
  rw [key]
  rcases le_total i j with h | h
  · obtain ⟨d, rfl⟩ := Nat.exists_eq_add_of_le h
    have e : ((i : ℤ) - ((i + d : ℕ) : ℤ)).natAbs = d := by omega
    rw [e, ← Real.cos_neg]
    congr 1
    push_cast
    ring
  · obtain ⟨d, rfl⟩ := Nat.exists_eq_add_of_le h
    have e : (((j + d : ℕ) : ℤ) - (j : ℤ)).natAbs = d := by omega
    rw [e]
    congr 1
    push_cast
    ring
```

The sequence \(x_i=i\) in the real line is not stationary: \(\langle x_0,x_0\rangle=0\) but \(\langle x_1,x_1\rangle=1\). It resembles runs that all start from one configuration, whose spread is zero at first and then grows. Keeping only the first of two steps gives a mean of norm 0, while keeping both gives \(1/2\). Discarding a measurement has reduced the norm, so the inequality is false for arbitrary sequences. Lean evaluates the two means directly.

```lean
/-- For the drifting sequence `0, 1, 2, …`, keeping only the first of two steps gives a mean
of strictly smaller norm than keeping both. -/
theorem drift_counterexample :
    ‖sampleMean (fun i : ℕ => (i : ℝ)) 0 2 1‖ <
      ‖sampleMean (fun i : ℕ => (i : ℝ)) 0 1 2‖ := by
  norm_num [sampleMean, Finset.sum_range_succ]

end

end MeasurementInterval
```

```lean
#print axioms MeasurementInterval.thinning_never_reduces_error
#print axioms MeasurementInterval.error_le_of_multiple_interval
#print axioms MeasurementInterval.uncorrelated_error
#print axioms MeasurementInterval.drift_counterexample
```

```
'MeasurementInterval.thinning_never_reduces_error' depends on axioms: [propext, Classical.choice, Quot.sound]
'MeasurementInterval.error_le_of_multiple_interval' depends on axioms: [propext, Classical.choice, Quot.sound]
'MeasurementInterval.uncorrelated_error' depends on axioms: [propext, Classical.choice, Quot.sound]
'MeasurementInterval.drift_counterexample' depends on axioms: [propext, Classical.choice, Quot.sound]
```
